# The one-centre s-type Gaussian matrix element of the long-range local GTH pseudopotential

## The ion as a function of distance

The long-range local part of the Goedecker-Teter-Hutter (GTH) pseudopotential is modelled here as an explicit function of the distance $r$ from the ion,

$$V(r)=-\frac{Z\,\mathrm{erf}(cr)}{r},\qquad \mathrm{erf}(x)=\frac{2}{\sqrt\pi}\int_0^x e^{-t^2}\,dt .$$

In atomic units this is the potential energy of an electron near an ionic charge $Z$ smeared into a Gaussian; $c>0$ is the inverse width of the smearing. A matrix element is then an ordinary integral.

Another model starts from the charge density $Z(c^2/\pi)^{3/2}e^{-c^2r^2}$ and defines $V$ as the potential energy of an electron in its Coulomb field. The matrix element is then a double integral over space. The value is the same.

## What is stated

For $p,c>0$ and real $Z$, `radial_element` says

$$\int_0^\infty 4\pi r^2e^{-pr^2}\,V(r)\,dr=-\frac{2\pi Zc}{p\sqrt{p+c^2}} .$$

In `matrix_element`, space is `EuclideanSpace ℝ (Fin 3)` with Lebesgue measure, `‖x‖` is the distance from the ion, and the two orbitals are $e^{-ar^2}$ and $e^{-br^2}$ with $a,b>0$. The value is the one above with $p=a+b$. Lean's `longRange` is $V$; its value at $r=0$, where Lean sets the quotient to zero, does not affect the integral.

The orbitals are unnormalised. Normalising them multiplies the result by $(2a/\pi)^{3/4}(2b/\pi)^{3/4}$.

`matrix_element_local_radius` uses the GTH convention $c=1/(\sqrt2\,\rho)$, with $\rho>0$ the local radius. `tendsto_coulomb_element` recovers the bare Coulomb value as $c\to\infty$.

For a single isolated ion, the formula supplies one contribution to the core Hamiltonian in a Gaussian basis, and a reference value for an integral code. It does not include the short-range local terms, the nonlocal projectors, higher angular momenta, displaced centres or lattice sums.

## Integration by parts

Write $q=\sqrt{p+c^2}$. Since $-e^{-pr^2}/(2p)$ is a primitive of $re^{-pr^2}$,

$$\int_0^\infty re^{-pr^2}\mathrm{erf}(cr)\,dr
=\left[-\frac{e^{-pr^2}\mathrm{erf}(cr)}{2p}\right]_0^\infty+\frac{c}{p\sqrt\pi}\int_0^\infty e^{-q^2r^2}dr .$$

The boundary term vanishes at both ends: $\mathrm{erf}(0)=0$, and the Gaussian decays while $\mathrm{erf}$ tends to 1. The last integral is $\sqrt\pi/(2q)$, so the result is $c/(2pq)$. Multiplying by $-4\pi Z$ gives the radial element.

In space, $e^{-ar^2}e^{-br^2}=e^{-(a+b)r^2}$, and the angular integration gives $4\pi$.

For the local radius, $2c^2\rho^2=1$ gives $q=c\sqrt{1+2p\rho^2}$, hence the value $-2\pi Z/(p\sqrt{1+2p\rho^2})$.

For the bare potential $-Z/r$, $\int_0^\infty re^{-pr^2}dr=1/(2p)$ gives $-2\pi Z/p$. The smeared element is this times $c/q=\sqrt{1-p/(p+c^2)}$, which tends to 1 as $c\to\infty$.

## A case with round numbers

Take $Z=1$, $c=1$ and $a=b=3/2$, so $p=3$ and $q=2$. The element is $-2\pi/(3\cdot2)=-\pi/3\approx-1.047$, half the Coulomb value $-2\pi/3$. The squared norm of the orbital is $(\pi/3)^{3/2}$, so the normalised element is $-\sqrt{3/\pi}\approx-0.977$ hartree.

## The Lean file

```lean
import Mathlib

open MeasureTheory Filter Topology Set
open scoped Real

namespace GTHLongRangeElement

noncomputable section

/-- The error function, `(2/√π) ∫₀ˣ exp(-t²) dt`. -/
def erf (x : ℝ) : ℝ := 2 / √π * ∫ t in (0 : ℝ)..x, Real.exp (-t ^ 2)

/-- The long-range local pseudopotential `-Z erf(c r)/r` of an ion of charge `Z`. -/
def longRange (Z c r : ℝ) : ℝ := -Z * erf (c * r) / r

/-- The derivative of `erf (k r)` with respect to `r` is `(2k/√π) exp(-(k r)²)`. -/
theorem hasDerivAt_erf_mul (k r : ℝ) :
    HasDerivAt (fun s => erf (k * s)) (2 / √π * Real.exp (-(k * r) ^ 2) * k) r := by
  have hc : Continuous fun t : ℝ => Real.exp (-t ^ 2) := by fun_prop
  have h1 : HasDerivAt erf (2 / √π * Real.exp (-(k * r) ^ 2)) (k * r) :=
    (hc.integral_hasStrictDerivAt 0 (k * r)).hasDerivAt.const_mul (2 / √π)
  have h2 : HasDerivAt (fun s : ℝ => k * s) k r := by
    simpa using (hasDerivAt_id r).const_mul k
  exact h1.comp r h2

/-- The error function tends to one at infinity. -/
theorem tendsto_erf : Tendsto erf atTop (𝓝 1) := by
  have h0 : Integrable (fun t : ℝ => Real.exp (-t ^ 2)) := by
    simpa using integrable_exp_neg_mul_sq (b := 1) one_pos
  have h1 := intervalIntegral_tendsto_integral_Ioi 0 h0.integrableOn tendsto_id
  have h2 : ∫ t in Ioi (0 : ℝ), Real.exp (-t ^ 2) = √π / 2 := by
    simpa using integral_gaussian_Ioi 1
  rw [h2] at h1
  have h3 := h1.const_mul (2 / √π)
  have hpi : √π ≠ 0 := by positivity
  have e : 2 / √π * (√π / 2) = 1 := by field_simp
  rw [e] at h3
  exact h3

private lemma hasDerivAt_gauss (p r : ℝ) :
    HasDerivAt (fun s : ℝ => Real.exp (-p * s ^ 2))
      (Real.exp (-p * r ^ 2) * (-p * (2 * r))) r := by
  have h : HasDerivAt (fun s : ℝ => -p * s ^ 2) (-p * (2 * r)) r := by
    simpa using (hasDerivAt_pow 2 r).const_mul (-p)
  exact h.exp

private lemma tendsto_gauss {p : ℝ} (hp : 0 < p) :
    Tendsto (fun r : ℝ => Real.exp (-p * r ^ 2)) atTop (𝓝 0) :=
  Real.tendsto_exp_atBot.comp
    ((tendsto_pow_atTop two_ne_zero).const_mul_atTop_of_neg (neg_lt_zero.2 hp))

/-- The radial integral of `r exp(-p r²) erf(c r)` in closed form. -/
theorem integral_gauss_erf {p c : ℝ} (hp : 0 < p) (hc : 0 < c) :
    ∫ r in Ioi (0 : ℝ), r * Real.exp (-p * r ^ 2) * erf (c * r)
      = c / (2 * p * √(p + c ^ 2)) := by
  have hq : 0 < √(p + c ^ 2) := by positivity
  have hq2 : √(p + c ^ 2) ^ 2 = p + c ^ 2 := Real.sq_sqrt (by positivity)
  generalize √(p + c ^ 2) = q at hq hq2 ⊢
  have hpi : √π ≠ 0 := by positivity
  -- the primitive obtained by integration by parts
  have hd : ∀ r ∈ Ici (0 : ℝ), HasDerivAt
      (fun s => (c / q * erf (q * s) - Real.exp (-p * s ^ 2) * erf (c * s)) / (2 * p))
      (r * Real.exp (-p * r ^ 2) * erf (c * r)) r := by
    intro r _
    refine ((((hasDerivAt_erf_mul q r).const_mul (c / q)).fun_sub
      ((hasDerivAt_gauss p r).fun_mul (hasDerivAt_erf_mul c r))).div_const
        (2 * p)).congr_deriv ?_
    have hexp : Real.exp (-(q * r) ^ 2)
        = Real.exp (-p * r ^ 2) * Real.exp (-(c * r) ^ 2) := by
      rw [← Real.exp_add]
      congr 1
      linear_combination (-r ^ 2) * hq2
    rw [hexp]
    generalize Real.exp (-p * r ^ 2) = E
    generalize Real.exp (-(c * r) ^ 2) = G
    generalize erf (c * r) = H
    field_simp
    ring
  have hpos : ∀ r ∈ Ioi (0 : ℝ), 0 ≤ r * Real.exp (-p * r ^ 2) * erf (c * r) := by
    intro r hr
    have hr0 : 0 < r := hr
    have he : 0 ≤ erf (c * r) :=
      mul_nonneg (by positivity)
        (intervalIntegral.integral_nonneg (by positivity) fun t _ => (Real.exp_pos _).le)
    positivity
  -- only the error function of the combined exponent survives at infinity
  have hlim := (((tendsto_erf.comp (tendsto_id.const_mul_atTop hq)).const_mul (c / q)).sub
    ((tendsto_gauss hp).mul (tendsto_erf.comp (tendsto_id.const_mul_atTop hc)))).div_const
      (2 * p)
  have e : (c / q * 1 - 0 * 1) / (2 * p) = c / (2 * p * q) := by
    rw [mul_one, zero_mul, sub_zero, div_div, mul_comm q]
  rw [e] at hlim
  rw [integral_Ioi_of_hasDerivAt_of_nonneg' hd hpos hlim]
  simp [erf]

/-- The radial one-centre matrix element of the long-range local pseudopotential with
a Gaussian `exp(-p r²)`. -/
theorem radial_element {p c : ℝ} (hp : 0 < p) (hc : 0 < c) (Z : ℝ) :
    ∫ r in Ioi (0 : ℝ), 4 * π * r ^ 2 * Real.exp (-p * r ^ 2) * longRange Z c r
      = -2 * π * Z * c / (p * √(p + c ^ 2)) := by
  have h : ∫ r in Ioi (0 : ℝ), 4 * π * r ^ 2 * Real.exp (-p * r ^ 2) * longRange Z c r
      = ∫ r in Ioi (0 : ℝ), (-4 * π * Z) * (r * Real.exp (-p * r ^ 2) * erf (c * r)) := by
    refine setIntegral_congr_fun measurableSet_Ioi fun r hr => ?_
    have hr0 : r ≠ 0 := (mem_Ioi.1 hr).ne'
    simp only [longRange]
    generalize Real.exp (-p * r ^ 2) = E
    generalize erf (c * r) = H
    field_simp
  rw [h, integral_const_mul, integral_gauss_erf hp hc]
  have hq : 0 < √(p + c ^ 2) := by positivity
  generalize √(p + c ^ 2) = q at hq ⊢
  field_simp
  ring

/-- The integral of a spherically symmetric function over three-dimensional space is a
radial integral with weight `4πr²`. -/
theorem integral_spherical (f : ℝ → ℝ) :
    ∫ x : EuclideanSpace ℝ (Fin 3), f ‖x‖ = ∫ r in Ioi (0 : ℝ), 4 * π * r ^ 2 * f r := by
  have hv : (volume : Measure (EuclideanSpace ℝ (Fin 3))).real (Metric.ball 0 1)
      = π * 4 / 3 := by
    rw [measureReal_def, EuclideanSpace.volume_ball_fin_three, ENNReal.ofReal_one, one_pow,
      one_mul, ENNReal.toReal_ofReal (by positivity)]
  have h : ∫ r in Ioi (0 : ℝ), 4 * π * r ^ 2 * f r
      = 4 * π * ∫ r in Ioi (0 : ℝ), r ^ 2 * f r := by
    rw [← integral_const_mul]
    congr 1
    ext r
    ring
  rw [h, integral_fun_norm_addHaar, hv, finrank_euclideanSpace_fin]
  simp only [smul_eq_mul, nsmul_eq_mul, Nat.reduceSub, Nat.cast_ofNat]
  ring

/-- The matrix element of the long-range local pseudopotential over three-dimensional space,
between two unnormalised s-type Gaussians centred on the ion. -/
theorem matrix_element {a b c : ℝ} (ha : 0 < a) (hb : 0 < b) (hc : 0 < c) (Z : ℝ) :
    ∫ x : EuclideanSpace ℝ (Fin 3),
        Real.exp (-a * ‖x‖ ^ 2) * longRange Z c ‖x‖ * Real.exp (-b * ‖x‖ ^ 2)
      = -2 * π * Z * c / ((a + b) * √(a + b + c ^ 2)) := by
  refine (integral_spherical
    (fun r => Real.exp (-a * r ^ 2) * longRange Z c r * Real.exp (-b * r ^ 2))).trans ?_
  rw [← radial_element (add_pos ha hb) hc Z]
  congr 1
  ext r
  -- the product of two concentric Gaussians is a Gaussian
  have h : Real.exp (-(a + b) * r ^ 2) = Real.exp (-a * r ^ 2) * Real.exp (-b * r ^ 2) := by
    rw [← Real.exp_add]
    congr 1
    ring
  rw [h]
  ring

/-- The same matrix element in terms of the local radius `ρ` of the
Goedecker-Teter-Hutter pseudopotential, where `c = 1/(√2 ρ)`. -/
theorem matrix_element_local_radius {a b ρ : ℝ} (ha : 0 < a) (hb : 0 < b) (hρ : 0 < ρ)
    (Z : ℝ) :
    ∫ x : EuclideanSpace ℝ (Fin 3), Real.exp (-a * ‖x‖ ^ 2)
        * longRange Z (1 / (√2 * ρ)) ‖x‖ * Real.exp (-b * ‖x‖ ^ 2)
      = -2 * π * Z / ((a + b) * √(1 + 2 * (a + b) * ρ ^ 2)) := by
  have hc : 0 < 1 / (√2 * ρ) := by positivity
  have hc2 : (1 / (√2 * ρ)) ^ 2 * (2 * ρ ^ 2) = 1 := by
    rw [div_pow, mul_pow, Real.sq_sqrt (by norm_num)]
    field_simp
  generalize 1 / (√2 * ρ) = c at hc hc2 ⊢
  have hs : √(a + b + c ^ 2) = c * √(1 + 2 * (a + b) * ρ ^ 2) := by
    rw [show a + b + c ^ 2 = c ^ 2 * (1 + 2 * (a + b) * ρ ^ 2) by
      linear_combination (-(a + b)) * hc2, Real.sqrt_mul (sq_nonneg c), Real.sqrt_sq hc.le]
  rw [matrix_element ha hb hc Z, hs, mul_comm c (√_), ← mul_assoc,
    mul_div_mul_right _ _ hc.ne']

/-- The radial matrix element of the bare Coulomb potential `-Z/r` with `exp(-p r²)`. -/
theorem coulomb_element {p : ℝ} (hp : 0 < p) (Z : ℝ) :
    ∫ r in Ioi (0 : ℝ), 4 * π * r ^ 2 * Real.exp (-p * r ^ 2) * (-Z / r)
      = -2 * π * Z / p := by
  have hd : ∀ r ∈ Ici (0 : ℝ), HasDerivAt
      (fun s => -1 / (2 * p) * Real.exp (-p * s ^ 2)) (r * Real.exp (-p * r ^ 2)) r := by
    intro r _
    refine ((hasDerivAt_gauss p r).const_mul (-1 / (2 * p))).congr_deriv ?_
    generalize Real.exp (-p * r ^ 2) = E
    field_simp
  have hpos : ∀ r ∈ Ioi (0 : ℝ), 0 ≤ r * Real.exp (-p * r ^ 2) := fun r hr =>
    mul_nonneg (le_of_lt hr) (Real.exp_pos _).le
  have hI := integral_Ioi_of_hasDerivAt_of_nonneg' hd hpos
    ((tendsto_gauss hp).const_mul (-1 / (2 * p)))
  have h : ∫ r in Ioi (0 : ℝ), 4 * π * r ^ 2 * Real.exp (-p * r ^ 2) * (-Z / r)
      = ∫ r in Ioi (0 : ℝ), (-4 * π * Z) * (r * Real.exp (-p * r ^ 2)) := by
    refine setIntegral_congr_fun measurableSet_Ioi fun r hr => ?_
    have hr0 : r ≠ 0 := (mem_Ioi.1 hr).ne'
    generalize Real.exp (-p * r ^ 2) = E
    field_simp
  rw [h, integral_const_mul, hI, zero_pow two_ne_zero, mul_zero, mul_zero, Real.exp_zero]
  field_simp
  ring

/-- As `c` grows, the matrix element of the long-range pseudopotential tends to that of the
bare Coulomb potential. -/
theorem tendsto_coulomb_element {p : ℝ} (hp : 0 < p) (Z : ℝ) :
    Tendsto (fun c => ∫ r in Ioi (0 : ℝ),
        4 * π * r ^ 2 * Real.exp (-p * r ^ 2) * longRange Z c r) atTop
      (𝓝 (∫ r in Ioi (0 : ℝ), 4 * π * r ^ 2 * Real.exp (-p * r ^ 2) * (-Z / r))) := by
  have h0 : Tendsto (fun c : ℝ => p / (p + c ^ 2)) atTop (𝓝 0) :=
    tendsto_const_nhds.div_atTop
      (tendsto_atTop_add_const_left _ p (tendsto_pow_atTop two_ne_zero))
  have h1 := ((h0.const_sub 1).sqrt).const_mul (-2 * π * Z / p)
  rw [sub_zero, Real.sqrt_one, mul_one] at h1
  rw [coulomb_element hp Z]
  refine h1.congr' ?_
  filter_upwards [eventually_gt_atTop (0 : ℝ)] with c hc
  have hne : p + c ^ 2 ≠ 0 := by positivity
  have e : 1 - p / (p + c ^ 2) = c ^ 2 / (p + c ^ 2) := by
    rw [eq_div_iff hne, sub_mul, div_mul_cancel₀ _ hne]
    ring
  rw [radial_element hp hc Z, e, Real.sqrt_div (sq_nonneg c), Real.sqrt_sq hc.le]
  exact div_mul_div_comm _ _ _ _

end

end GTHLongRangeElement
```

```lean
#print axioms GTHLongRangeElement.matrix_element
-- 'GTHLongRangeElement.matrix_element' depends on axioms: [propext, Classical.choice, Quot.sound]
#print axioms GTHLongRangeElement.matrix_element_local_radius
-- 'GTHLongRangeElement.matrix_element_local_radius' depends on axioms: [propext, Classical.choice, Quot.sound]
#print axioms GTHLongRangeElement.tendsto_coulomb_element
-- 'GTHLongRangeElement.tendsto_coulomb_element' depends on axioms: [propext, Classical.choice, Quot.sound]
```

## From the primitive to the matrix elements

`hasDerivAt_erf_mul` and `tendsto_erf` supply the derivative of the error function and its limit. `hasDerivAt_gauss` and `tendsto_gauss` do the same for the Gaussian.

`integral_gauss_erf` packs the integration by parts into one primitive,

$$F(r)=\frac{(c/q)\,\mathrm{erf}(qr)-e^{-pr^2}\mathrm{erf}(cr)}{2p}.$$

The step `hd` differentiates it. By `hexp`, $e^{-q^2r^2}=e^{-pr^2}e^{-c^2r^2}$, so the two Gaussian terms cancel and only the integrand remains. The step `hpos` shows that the integrand is nonnegative, which lets `integral_Ioi_of_hasDerivAt_of_nonneg'` equate the improper integral with the limit of $F$ minus $F(0)=0$.

`radial_element` cancels one power of $r$ and extracts $-4\pi Z$. `integral_spherical` obtains the weight $4\pi r^2$ from the volume $4\pi/3$ of the unit ball, and `matrix_element` merges the two Gaussians. `matrix_element_local_radius` then rewrites the square root.

`coulomb_element` repeats the primitive argument without the error function. `tendsto_coulomb_element` takes the limit of the closed forms, using the square-root identity above, so no limit is moved through an integral.
